# In a two-site p-shell model, the first-order split-off gap is 3/2 times the site-weighted spin-orbit constant

Suppose the top of a valence band is treated as a pure anion state. Its split-off gap then comes out as \(\tfrac32\lambda_a\), however much of the state sits on the cation; here \(\lambda_a\) is the anion's spin-orbit constant, the factor multiplying \(L\cdot S\). If the anion carries 64% of the weight and the cation has negligible spin-orbit coupling, this estimate is, to first order in the spin-orbit coupling, too large by a factor of 25/16. A second error comes from entering the p-shell splitting of each free atom directly as its \(\lambda\), which makes the computed gap too large by a factor of 3/2, even for a single atom.

Both factors are settled below for a non-interacting model with one p shell on each of two sites, where the spin-orbit term is restricted to the six states (three orbitals, two spins) that share one pair of site amplitudes. In a tight-binding fit of that restricted kind, one target splitting fixes one weighted combination of the two atomic constants, not each of them separately.

```lean
import Mathlib

open Matrix
open scoped Kronecker

namespace ZincBlendeSpinOrbit

noncomputable section
```

## One p shell with spin

The basis consists of the real orbitals \(x,y,z\), each with spin up or down. Lean numbers the orbitals 0, 1, 2 and the spins 0, 1, so a basis state is a pair.

```lean
/-- The six spin-orbitals of a p shell: Cartesian orbital (x, y, z) and spin (up, down). -/
abbrev Orb := Fin 3 × Fin 2
```

With \(\hbar=1\), the orbital angular momentum is \((L_k)_{ij}=-i\varepsilon_{kij}\). For example, \(L_z x=iy\) and \(L_z y=-ix\), where \(x\) and \(y\) stand for the orbitals.

```lean
/-- Orbital angular momentum in the real p basis, `(L_k)_ij = -i ε_kij`. -/
def orbL : Fin 3 → Matrix (Fin 3) (Fin 3) ℂ :=
  ![!![0, 0, 0; 0, 0, -Complex.I; 0, Complex.I, 0],
    !![0, 0, Complex.I; 0, 0, 0; -Complex.I, 0, 0],
    !![0, -Complex.I, 0; Complex.I, 0, 0; 0, 0, 0]]
```

The spin is \(S_k=\sigma_k/2\), with the Pauli matrices in their usual form.

```lean
/-- The three Pauli matrices. -/
def pauli : Fin 3 → Matrix (Fin 2) (Fin 2) ℂ :=
  ![!![0, 1; 1, 0], !![0, -Complex.I; Complex.I, 0], !![1, 0; 0, -1]]
```

The spin-orbit operator of one shell is therefore
\[
A=L\cdot S=\tfrac12\sum_k L_k\otimes\sigma_k .
\]

```lean
/-- The spin-orbit operator `L · S` of one p shell, with `S = σ / 2`. -/
def spinOrbit : Matrix Orb Orb ℂ := (1 / 2 : ℂ) • ∑ k, orbL k ⊗ₖ pauli k
```

The factor \(\tfrac12\) fixes the convention for \(\lambda\), which multiplies \(L\cdot S\) and not \(L\cdot\sigma\).

## Two sites and one band state

Let anion and cation have p energies \(\varepsilon_a,\varepsilon_c\) and spin-orbit constants \(\lambda_a,\lambda_c\), and let \(V\) couple like orbitals of the two sites:
\[
H=\begin{pmatrix}\varepsilon_a+\lambda_aA & V\\ V&\varepsilon_c+\lambda_cA\end{pmatrix}.
\]
At the zone centre of zinc blende, the sum over the four tetrahedral neighbours leaves exactly this form of p–p coupling, with \(V=\tfrac43(V_{pp\sigma}+2V_{pp\pi})\) in Slater–Koster integrals. The code takes \(V\) as a given real number.

```lean
/-- Two-site Hamiltonian: p energies `εa`, `εc` and spin-orbit constants `la`, `lc` on anion
and cation, and a coupling `V` between like orbitals of the two sites. -/
def hamiltonian (εa εc V la lc : ℝ) : Matrix (Orb ⊕ Orb) (Orb ⊕ Orb) ℂ :=
  fromBlocks ((εa : ℂ) • 1 + (la : ℂ) • spinOrbit) ((V : ℂ) • 1)
    ((V : ℂ) • 1) ((εc : ℂ) • 1 + (lc : ℂ) • spinOrbit)
```

A band state has the same orbital and spin content \(v\in\mathbb C^6\) on both sites, with real amplitudes \(a\) and \(c\): \(Wv=(av,cv)\).

```lean
/-- The embedding `v ↦ (a v, c v)` of a p shell into the two sites. -/
def embed (a c : ℝ) : Matrix (Orb ⊕ Orb) Orb ℂ :=
  fromRows ((a : ℂ) • 1) ((c : ℂ) • 1)
```

Restricting \(H\) to these states gives the \(6\times6\) matrix
\[
B=W^\dagger HW .
\]

```lean
/-- The two-site Hamiltonian compressed to the states `(a v, c v)`. -/
def bandEdge (εa εc V la lc a c : ℝ) : Matrix Orb Orb ℂ :=
  (embed a c)ᴴ * (hamiltonian εa εc V la lc * embed a c)
```

This restriction is an approximation within the two-site model. The other band state has amplitudes \((-c,a)\), and the spin-orbit term connects it to the first through \(ac(\lambda_c-\lambda_a)A\). That mixing is left out. It vanishes for equal constants, and otherwise shifts the levels only at second order in the spin-orbit constants when the two band energies differ. Other shells, other wave vectors and spin-orbit coupling between sites are also absent.

The amplitudes are normalised and solve the problem without spin at energy \(E\):
\[
a^2+c^2=1,\qquad \varepsilon_a a+Vc=Ea,\qquad Va+\varepsilon_c c=Ec .
\]

```lean
/-- The amplitudes `(a, c)` are normalised and solve the two-site problem without spin-orbit
coupling at energy `E`. -/
structure IsBandState (εa εc V E a c : ℝ) : Prop where
  norm : a ^ 2 + c ^ 2 = 1
  anion : εa * a + V * c = E * a
  cation : V * a + εc * c = E * c
```

The squared amplitudes are the site weights, and they define the averaged constant
\[
\Lambda=a^2\lambda_a+c^2\lambda_c .
\]

```lean
/-- The spin-orbit constant averaged with the weights of the two sites. -/
def effectiveCoupling (a c la lc : ℝ) : ℝ := a ^ 2 * la + c ^ 2 * lc
```

## Six states and their levels

Write \(u_\pm=x\pm iy\). The trial eigenstates, numbered as the columns in Lean, are
\[
\begin{aligned}
\varphi_0&=u_+{\uparrow}, & \varphi_1&=u_-{\downarrow},\\
\varphi_2&=2z{\uparrow}-u_+{\downarrow}, & \varphi_3&=u_-{\uparrow}+2z{\downarrow},\\
\varphi_4&=z{\uparrow}+u_+{\downarrow}, & \varphi_5&=u_-{\uparrow}-z{\downarrow}.
\end{aligned}
\]
The normalised states are \(\varphi_0,\varphi_1\) divided by \(\sqrt2\), \(\varphi_2,\varphi_3\) by \(\sqrt6\), and \(\varphi_4,\varphi_5\) by \(\sqrt3\).

```lean
/-- Six unnormalised spin-orbital states, one per column; the first matrix holds the spin-up
components and the second the spin-down components. -/
def multiplet : Matrix Orb (Fin 6) ℂ := Matrix.of fun p m =>
  if p.2 = 0 then
    !![1, 0, 0, 1, 0, 1;
       Complex.I, 0, 0, -Complex.I, 0, -Complex.I;
       0, 0, 2, 0, 1, 0] p.1 m
  else
    !![0, 1, -1, 0, 1, 0;
       0, -Complex.I, -Complex.I, 0, Complex.I, 0;
       0, 0, 0, 2, 0, -1] p.1 m
```

The first four are to share a level \(q\), and the last two a level \(d\).

```lean
/-- A level pattern with `q` taken four times and `d` taken twice. -/
def levels (q d : ℂ) : Fin 6 → ℂ := ![q, q, q, q, d, d]
```

## The embedding preserves inner products

The orbitals of the two sites are taken to be orthonormal, so block multiplication gives
\[
W^\dagger W=(a^2+c^2)\,1=1 ,
\]
so \(B\) is the matrix of \(H\) between orthonormal states, with no overlap matrix to correct for.

```lean
/-- For normalised amplitudes the embedding into the two sites is an isometry. -/
theorem embed_isometry {a c : ℝ} (h : a ^ 2 + c ^ 2 = 1) :
    (embed a c)ᴴ * embed a c = 1 := by
  have hc : (a : ℂ) ^ 2 + (c : ℂ) ^ 2 = 1 := by exact_mod_cast h
  rw [embed, conjTranspose_fromRows_eq_fromCols_conjTranspose, fromCols_mul_fromRows]
  simp only [conjTranspose_smul, conjTranspose_one, Complex.star_def, Complex.conj_ofReal,
    Matrix.smul_mul, Matrix.mul_smul, Matrix.one_mul]
  rw [smul_smul, smul_smul, ← add_smul, ← pow_two, ← pow_two, hc, one_smul]
```

The proof carries the normalisation over to the complex numbers, multiplies the blocks and collects the two scalar factors.

## The six states form a basis

Orthogonality follows from \(\langle u_+|u_-\rangle=0\) and \(\langle u_\pm|u_\pm\rangle=2\). The two pairs that need a cancellation are
\[
\langle\varphi_2|\varphi_4\rangle=2-2=0,\qquad
\langle\varphi_3|\varphi_5\rangle=2-2=0 .
\]
The squared norms are \(2,\,2,\,4+2,\,2+4,\,1+2,\,2+1\).

```lean
/-- The six states are mutually orthogonal, with squared norms 2, 2, 6, 6, 3, 3. -/
theorem multiplet_orthogonal :
    multipletᴴ * multiplet = diagonal ![2, 2, 6, 6, 3, 3] := by
  ext i j
  fin_cases i <;> fin_cases j <;>
    simp [multiplet, Matrix.mul_apply, Fintype.sum_prod_type, Fin.sum_univ_three,
      Fin.sum_univ_two, Complex.ext_iff] <;> norm_num
```

Lean compares all 36 entries of the Gram matrix. Six nonzero orthogonal vectors span \(\mathbb C^6\), so their levels are the whole spectrum of \(B\).

## The restriction leaves one energy and one constant

Multiplying out the blocks,
\[
B=a^2\varepsilon_a+2acV+c^2\varepsilon_c+(a^2\lambda_a+c^2\lambda_c)A .
\]
Multiply the first amplitude equation by \(a\), the second by \(c\), and add:
\[
a^2\varepsilon_a+2acV+c^2\varepsilon_c=E(a^2+c^2)=E .
\]
Hence \(B=E+\Lambda A\).

```lean
/-- In a band state of energy `E` the compressed Hamiltonian is `E` plus `L · S` times the
averaged spin-orbit constant. -/
theorem bandEdge_eq {εa εc V E a c : ℝ} (h : IsBandState εa εc V E a c) (la lc : ℝ) :
    bandEdge εa εc V la lc a c
      = (E : ℂ) • 1 + (effectiveCoupling a c la lc : ℂ) • spinOrbit := by
  -- the energy is the expectation value of the spinless two-site Hamiltonian
  have hR : E = a ^ 2 * εa + 2 * a * c * V + c ^ 2 * εc := by
    linear_combination -a * h.anion - c * h.cation - E * h.norm
  have hE : (E : ℂ) = a ^ 2 * εa + 2 * a * c * V + c ^ 2 * εc := by exact_mod_cast hR
  rw [hE, bandEdge, embed, hamiltonian, fromBlocks_mul_fromRows,
    conjTranspose_fromRows_eq_fromCols_conjTranspose, fromCols_mul_fromRows]
  simp only [conjTranspose_smul, conjTranspose_one, Complex.star_def, Complex.conj_ofReal,
    Matrix.smul_mul, Matrix.mul_smul, Matrix.one_mul, Matrix.mul_one, effectiveCoupling]
  push_cast
  module
```

The step `hR` is this combination of the amplitude equations and the normalisation. The block rewrites then produce the first display, and `module` matches the coefficients of \(1\) and \(A\).

## Fourfold and twofold levels

With \(L_\pm=L_x\pm iL_y\), the operator acts as
\[
\begin{aligned}
(L\cdot\sigma)\,f{\uparrow}&=(L_zf){\uparrow}+(L_+f){\downarrow},\\
(L\cdot\sigma)\,f{\downarrow}&=-(L_zf){\downarrow}+(L_-f){\uparrow}.
\end{aligned}
\]
The definition of \(L_k\) gives
\[
\begin{gathered}
L_zu_\pm=\pm u_\pm,\quad L_zz=0,\quad L_+z=-u_+,\quad L_-z=u_-,\\
L_+u_-=2z,\quad L_-u_+=-2z,\quad L_+u_+=L_-u_-=0 .
\end{gathered}
\]
Applied to the six states, this yields
\[
\begin{aligned}
\varphi_0&\mapsto u_+{\uparrow}=\varphi_0,\\
\varphi_1&\mapsto u_-{\downarrow}=\varphi_1,\\
\varphi_2&\mapsto -2u_+{\downarrow}+u_+{\downarrow}+2z{\uparrow}=\varphi_2,\\
\varphi_3&\mapsto -u_-{\uparrow}+2z{\downarrow}+2u_-{\uparrow}=\varphi_3,\\
\varphi_4&\mapsto -u_+{\downarrow}-u_+{\downarrow}-2z{\uparrow}=-2\varphi_4,\\
\varphi_5&\mapsto -u_-{\uparrow}+2z{\downarrow}-u_-{\uparrow}=-2\varphi_5 .
\end{aligned}
\]
Since \(A=\tfrac12L\cdot\sigma\), its eigenvalues are \(\tfrac12\) on the first four states and \(-1\) on the last two. The levels of \(B=E+\Lambda A\) are therefore
\[
q=E+\tfrac12\Lambda,\qquad d=E-\Lambda .
\]
Conversely, if \(B\) has levels \(q\) and \(d\) on these states, the \(x{\uparrow}\) component of \(\varphi_0\) fixes \(q\) and the \(z{\uparrow}\) component of \(\varphi_4\) fixes \(d\).

```lean
/-- The six states diagonalise the compressed Hamiltonian with a fourfold level `q` and a
twofold level `d` exactly when `q = E + Λ/2` and `d = E - Λ`, `Λ` being the averaged
spin-orbit constant. -/
theorem bandEdge_levels {εa εc V E a c : ℝ} (h : IsBandState εa εc V E a c)
    (la lc q d : ℝ) :
    bandEdge εa εc V la lc a c * multiplet = multiplet * diagonal (levels q d) ↔
      q = E + effectiveCoupling a c la lc / 2 ∧ d = E - effectiveCoupling a c la lc := by
  -- action of `L · σ` on the six states
  have hS : (∑ k, orbL k ⊗ₖ pauli k) * multiplet
      = multiplet * diagonal (levels 1 (-2)) := by
    ext ⟨i, s⟩ m
    rw [mul_diagonal, Matrix.mul_apply, Fintype.sum_prod_type]
    fin_cases i <;> fin_cases s <;> fin_cases m <;>
      simp [multiplet, levels, orbL, pauli, Fin.sum_univ_three, Fin.sum_univ_two,
        Complex.ext_iff] <;> norm_num
  rw [bandEdge_eq h]
  generalize effectiveCoupling a c la lc = Λ
  have lev : ∀ m, levels ((E : ℂ) + Λ / 2) (E - Λ) m
      = E + Λ / 2 * levels 1 (-2) m := by
    intro m
    fin_cases m <;> simp [levels] <;> ring
  have key : ((E : ℂ) • 1 + (Λ : ℂ) • spinOrbit) * multiplet
      = multiplet * diagonal (levels ((E : ℂ) + Λ / 2) (E - Λ)) := by
    rw [spinOrbit, Matrix.add_mul, Matrix.smul_mul, Matrix.smul_mul, Matrix.smul_mul,
      Matrix.one_mul, hS]
    ext p m
    simp only [Matrix.add_apply, Matrix.smul_apply, mul_diagonal, smul_eq_mul, lev]
    ring
  constructor
  · intro hq
    rw [key] at hq
    -- one component of a fourfold state and one of a twofold state fix both levels
    have h0 := congrFun (congrFun hq (0, 0)) 0
    have h4 := congrFun (congrFun hq (2, 0)) 4
    simp only [mul_diagonal] at h0 h4
    simp [multiplet, levels] at h0 h4
    exact ⟨by exact_mod_cast h0.symm, by exact_mod_cast h4.symm⟩
  · rintro ⟨rfl, rfl⟩
    push_cast
    exact key
```

The matrix equation in the statement says, column by column, that \(B\varphi_m\) equals its level times \(\varphi_m\). The theorem is an equivalence: for real \(q\) and \(d\), the equation holds exactly when they have the values above. Inside the proof, `hS` is the table of six actions, checked entry by entry. Then `lev` and `key` rescale and shift it to the levels of \(B\), and `h0` and `h4` are the two components used for the converse.

## The gap

Subtracting the levels,
\[
q-d=\tfrac32\Lambda=\tfrac32\left(a^2\lambda_a+c^2\lambda_c\right).
\]

```lean
/-- The level `q` of the first four states minus the level `d` of the last two is `(3/2)(a² la + c²
lc)`. -/
theorem splitOff_gap {εa εc V E a c la lc q d : ℝ} (h : IsBandState εa εc V E a c)
    (hqd : bandEdge εa εc V la lc a c * multiplet = multiplet * diagonal (levels q d)) :
    q - d = 3 / 2 * (a ^ 2 * la + c ^ 2 * lc) := by
  obtain ⟨hq, hd⟩ := (bandEdge_levels h la lc q d).mp hqd
  rw [hq, hd, effectiveCoupling]
  ring
```

The hypothesis `hqd` only names \(q\) and \(d\) as the levels of \(B\); the previous theorem shows that such values exist. The gap is signed: the fourfold level is the upper one when \(\Lambda>0\), and the two levels merge when \(\Lambda=0\). For \(a=1\), \(c=0\) and \(V=0\) the atomic value \(\tfrac32\lambda_a\) returns.

The same argument applies to the other band state, with amplitudes \((-c,a)\) and energy \(\varepsilon_a+\varepsilon_c-E\). The site weights are exchanged, so its gap is \(\tfrac32(c^2\lambda_a+a^2\lambda_c)\). The two gaps add up to \(\tfrac32(\lambda_a+\lambda_c)\), whatever the mixing. This sum rule is a consequence drawn by hand and is not stated in the code.

## The gap without the amplitudes

The amplitudes can be eliminated. The amplitude equations read \((E-\varepsilon_a)a=Vc\) and \((E-\varepsilon_c)c=Va\). Multiplying them by \(a\) and \(c\) respectively gives
\[
a^2(E-\varepsilon_a)=acV=c^2(E-\varepsilon_c).
\]
With \(a^2+c^2=1\) and \(D=2E-\varepsilon_a-\varepsilon_c\), this becomes
\[
a^2D=E-\varepsilon_c,\qquad c^2D=E-\varepsilon_a .
\]
If \(D\) were zero, then \(E=\varepsilon_a=\varepsilon_c\), hence \(Vc=Va=0\) and \(V=V(a^2+c^2)=0\). For coupled sites \(D\) is therefore nonzero, and
\[
q-d=\frac32\,\frac{(E-\varepsilon_c)\lambda_a+(E-\varepsilon_a)\lambda_c}{2E-\varepsilon_a-\varepsilon_c}.
\]

```lean
/-- For coupled sites, `V ≠ 0`, the gap is expressed through the band energy and the site energies,
together with the spin-orbit constants, without the amplitudes. -/
theorem splitOff_gap_of_energies {εa εc V E a c la lc q d : ℝ}
    (h : IsBandState εa εc V E a c) (hV : V ≠ 0)
    (hqd : bandEdge εa εc V la lc a c * multiplet = multiplet * diagonal (levels q d)) :
    q - d = 3 / 2 * ((E - εc) * la + (E - εa) * lc) / (2 * E - εa - εc) := by
  -- the weights of the two sites
  have ha : a ^ 2 * (2 * E - εa - εc) = E - εc := by
    linear_combination -a * h.anion + c * h.cation + (E - εc) * h.norm
  have hc : c ^ 2 * (2 * E - εa - εc) = E - εa := by
    linear_combination a * h.anion - c * h.cation + (E - εa) * h.norm
  have hne : 2 * E - εa - εc ≠ 0 := by
    intro h0
    have h1 : E - εc = 0 := by rw [← ha, h0, mul_zero]
    have h2 : E - εa = 0 := by rw [← hc, h0, mul_zero]
    apply hV
    linear_combination c * h.anion + a * h.cation + c * a * h2 + a * c * h1 - V * h.norm
  rw [splitOff_gap h hqd, eq_div_iff hne]
  linear_combination 3 / 2 * la * ha + 3 / 2 * lc * hc
```

In the proof, `ha` and `hc` are the two weight equations and `hne` is the argument that \(D\ne0\). The condition \(V\neq0\) says that the sites really do hybridise. Without coupling and with equal site energies, every normalised pair \((a,c)\) is a solution, and the energies cannot determine the weights.

## A band state in numbers

Take \(\varepsilon_a=0\), \(\varepsilon_c=7\) and \(V=12\) in arbitrary energy units. The amplitudes \(a=\tfrac45\), \(c=-\tfrac35\) are normalised, and
\[
12\cdot\left(-\tfrac35\right)=-9\cdot\tfrac45,\qquad
12\cdot\tfrac45+7\cdot\left(-\tfrac35\right)=\tfrac{27}5=-9\cdot\left(-\tfrac35\right),
\]
so this is a band state with \(E=-9\).

```lean
/-- Site energies 0 and 7 with coupling 12 have a band state of energy -9 with amplitudes
4/5 and -3/5. -/
theorem isBandState_witness : IsBandState 0 7 12 (-9) (4 / 5) (-3 / 5) := by
  constructor <;> norm_num

end

end ZincBlendeSpinOrbit
```

The weights are \(\tfrac{16}{25}\) and \(\tfrac9{25}\), which gives a gap of \(\tfrac{24}{25}\lambda_a+\tfrac{27}{50}\lambda_c\). With \(\lambda_c=0\) this is the case from the opening, where the pure-anion estimate gave \(\tfrac32\lambda_a\).

```lean
#print axioms ZincBlendeSpinOrbit.embed_isometry
#print axioms ZincBlendeSpinOrbit.multiplet_orthogonal
#print axioms ZincBlendeSpinOrbit.splitOff_gap_of_energies
```

```
'ZincBlendeSpinOrbit.embed_isometry' depends on axioms: [propext, Classical.choice, Quot.sound]
'ZincBlendeSpinOrbit.multiplet_orthogonal' depends on axioms: [propext, Classical.choice, Quot.sound]
'ZincBlendeSpinOrbit.splitOff_gap_of_energies' depends on axioms: [propext, Classical.choice, Quot.sound]
```
